# Hardy–Littlewood–Pólya: a decreasing vector whose partial sums are bounded by those of $y$, with equal total, is $Dy$ for a doubly stochastic $D$

## Spectra, partial sums and permutations

A spectrum is a real vector $x=(x_0,\dots,x_{n-1})$, in Lean a function `Fin n → ℝ`. "Decreasing" means `Antitone`, so ties are allowed. A matrix is doubly stochastic if its entries are nonnegative and every row and column sums to 1; Mathlib's set of these is `doublyStochastic ℝ (Fin n)`, and `D *ᵥ y` is the product $Dy$.

```lean
import Mathlib

open Matrix


namespace HardyLittlewoodPolya

noncomputable section

variable {n : ℕ}
```

The partial sum $S_k(x)=\sum_{i<k}x_i$ is defined for every natural $k$ and equals the total once $k\ge n$.

```lean
/-- The sum of the first `k` entries of a spectrum. -/
def partialSum (x : Fin n → ℝ) (k : ℕ) : ℝ := ∑ i, if i.val < k then x i else 0
```

The relation between the spectra has two parts, $S_k(x)\le S_k(y)$ for all $k$ and equal totals. It sorts neither vector, so any ordering is a separate hypothesis.

```lean
/-- Every partial sum of `x` is at most that of `y`, and the total sums agree. -/
def PartialSumsLE (x y : Fin n → ℝ) : Prop :=
  (∀ k, partialSum x k ≤ partialSum y k) ∧ ∑ i, x i = ∑ i, y i
```

For a permutation $\sigma$, the matrix $U_\sigma$ has entry 1 where $\sigma(i)=j$ and 0 elsewhere, so $(U_\sigma v)_i=v_{\sigma(i)}$.

```lean
/-- The permutation matrix with entry 1 where `σ i = j` and 0 elsewhere; it sends basis vector `σ i`
to basis vector `i`. -/
def permUnitary (σ : Equiv.Perm (Fin n)) : Matrix (Fin n) (Fin n) ℂ :=
  Matrix.of fun i j => if σ i = j then 1 else 0
```

## Dominated partial sums: a decreasing $x$ is no more concentrated than $y$

For a density matrix with decreasing eigenvalues $x$, $S_k(x)$ is the largest probability of finding the system in a $k$-dimensional subspace. The hypothesis bounds these probabilities.

By hand it enters through summation by parts. With $d=y-x$ and decreasing weights $c$, for $n\ge1$,
$$\sum_{i<n}c_id_i=c_{n-1}S_n(d)+\sum_{k=1}^{n-1}(c_{k-1}-c_k)S_k(d)\ \ge\ c_{n-1}S_n(d),$$
because every $S_k(d)\ge0$ and every difference of weights is nonnegative.

Lean proves this inequality by induction on the length. Removing the last entry leaves a vector whose partial sums are still nonnegative. The induction hypothesis bounds its weighted sum from below by its own last weight times its total. That total is nonnegative, so replacing the weight by the last weight of the full vector, which is no larger, can only lower the bound. Adding the removed term then gives the claim.

```lean
/-- Summation by parts: if the partial sums of `d` are nonnegative and the weights `c` decrease,
the weighted sum of `d` is at least the last weight times the total of `d`. -/
theorem last_mul_sum_le (n : ℕ) : ∀ c d : Fin (n + 1) → ℝ, Antitone c →
    (∀ k, 0 ≤ partialSum d k) → c (Fin.last n) * ∑ i, d i ≤ ∑ i, c i * d i := by
  induction n with
  | zero =>
    intro c d _ _
    rw [Fin.sum_univ_castSucc, Fin.sum_univ_castSucc]
    simp
  | succ n ih =>
    intro c d hc hd
    -- the partial sums of the truncated vector are partial sums of `d`
    have hpart : ∀ k, 0 ≤ partialSum (fun i : Fin (n + 1) => d i.castSucc) k := by
      intro k
      have h := hd (min k (n + 1))
      unfold partialSum at h ⊢
      rw [Fin.sum_univ_castSucc] at h
      have hl : ¬ (Fin.last (n + 1)).val < min k (n + 1) := by
        show ¬ (n + 1 < min k (n + 1))
        omega
      rw [if_neg hl, add_zero] at h
      refine h.trans_eq (Finset.sum_congr rfl fun i _ => ?_)
      have hi : i.castSucc.val < min k (n + 1) ↔ i.val < k := by
        have := i.isLt
        show i.val < min k (n + 1) ↔ i.val < k
        omega
      simp only [hi]
    have hs : 0 ≤ ∑ i : Fin (n + 1), d i.castSucc := by
      have h := hpart (n + 1)
      unfold partialSum at h
      exact h.trans_eq (Finset.sum_congr rfl fun i _ => if_pos i.isLt)
    have h1 : c (Fin.last n).castSucc * ∑ i : Fin (n + 1), d i.castSucc
        ≤ ∑ i : Fin (n + 1), c i.castSucc * d i.castSucc :=
      ih (fun i => c i.castSucc) (fun i => d i.castSucc) (fun i j hij =>
        hc (Fin.castSucc_le_castSucc_iff.mpr hij)) hpart
    have hl : c (Fin.last (n + 1)) ≤ c (Fin.last n).castSucc := hc (Fin.le_last _)
    have e1 : ∑ i, d i = (∑ i : Fin (n + 1), d i.castSucc) + d (Fin.last (n + 1)) :=
      Fin.sum_univ_castSucc _
    have e2 : ∑ i, c i * d i = (∑ i : Fin (n + 1), c i.castSucc * d i.castSucc)
        + c (Fin.last (n + 1)) * d (Fin.last (n + 1)) := Fin.sum_univ_castSucc _
    have h2 := mul_le_mul_of_nonneg_right hl hs
    rw [e1, e2, mul_add]
    linarith
```

Without domination there may be no doubly stochastic $D$ with $x=Dy$: for $y=(\tfrac12,\tfrac12)$ every $Dy$ equals $y$, so $x=(1,0)$ is unreachable.

## Equal totals: the trace is conserved

For density matrices both totals are 1. By hand, $S_n(d)=0$ removes the boundary term, whose weight $c_{n-1}$ may have either sign. Hence $c\cdot x\le c\cdot y$ for all decreasing $c$. In Lean this is the rewrite with `h.2`.

```lean
/-- An observable with decreasing values `c` has at least as large a weighted sum on `y` as on `x`
when the partial sums of `y` dominate those of `x` and the totals agree. -/
theorem sum_mul_le {c x y : Fin n → ℝ} (hc : Antitone c) (h : PartialSumsLE x y) :
    ∑ i, c i * x i ≤ ∑ i, c i * y i := by
  cases n with
  | zero => simp
  | succ n =>
    have hk : ∀ k, 0 ≤ partialSum (fun i => y i - x i) k := by
      intro k
      have e : partialSum (fun i => y i - x i) k = partialSum y k - partialSum x k := by
        unfold partialSum
        rw [← Finset.sum_sub_distrib]
        exact Finset.sum_congr rfl fun i _ => by split_ifs <;> simp
      rw [e]
      linarith [h.1 k]
    have h1 := last_mul_sum_le n c (fun i => y i - x i) hc hk
    simp only [mul_sub, Finset.sum_sub_distrib] at h1
    rw [h.2] at h1
    linarith
```

With unequal totals no $D$ can exist, since its unit column sums preserve the total: $x=(0,0)$ and $y=(1,0)$ satisfy all the inequalities.

## Decreasing $x$: the first $k$ entries are the largest

This ordering makes $S_k(x)$ a statement about the spectrum and not about its labelling. By hand it is used in the rearrangement inequality.

Suppose $x$ lay outside the convex hull of the permuted copies of $y$. The hull is compact and convex, so some $c$ and $u$ satisfy $c\cdot z<u<c\cdot x$ for all $z$ in it. Choose $\sigma$ so that $c_{\sigma(i)}$ decreases with $i$. Then
$$\sum_i c_ix_i\le\sum_i c_{\sigma(i)}x_i\le\sum_i c_{\sigma(i)}y_i=\sum_i c_i\,y_{\sigma^{-1}(i)}<u<\sum_i c_ix_i,$$
a contradiction. The first step is rearrangement, the second the inequality for decreasing weights. So there are probabilities $w_\sigma$ with $x_i=\sum_\sigma w_\sigma y_{\sigma(i)}$.

In the proof, `geometric_hahn_banach_closed_point` supplies the separation, `h1` is the rearrangement step using `hx`, and `h2` is the second step. The last part extracts the weights: vectors of the form $\sum_\sigma w_\sigma y_{\sigma(i)}$ form a convex set containing all permuted copies, hence the hull.

```lean
/-- A decreasing `x` whose partial sums are at most those of `y`, with equal total, is a
probabilistic mixture of permuted copies of `y`. -/
theorem exists_permutation_mixture {x y : Fin n → ℝ} (hx : Antitone x) (h : PartialSumsLE x y) :
    ∃ w : Equiv.Perm (Fin n) → ℝ, (∀ σ, 0 ≤ w σ) ∧ ∑ σ, w σ = 1 ∧
      ∀ i, x i = ∑ σ, w σ * y (σ i) := by
  have hmem : x ∈ convexHull ℝ
      (Set.range fun σ : Equiv.Perm (Fin n) => fun i => y (σ i)) := by
    by_contra hn
    -- otherwise a linear functional `c` separates `x` from all permuted copies of `y`
    have hfin : (Set.range fun σ : Equiv.Perm (Fin n) => fun i => y (σ i)).Finite :=
      Set.finite_range _
    have hcompact : IsCompact (convexHull ℝ
        (Set.range fun σ : Equiv.Perm (Fin n) => fun i => y (σ i))) :=
      hfin.isCompact_convexHull ℝ
    have hconv : Convex ℝ (convexHull ℝ
        (Set.range fun σ : Equiv.Perm (Fin n) => fun i => y (σ i))) := convex_convexHull ℝ _
    obtain ⟨f, u, hu, hux⟩ := geometric_hahn_banach_closed_point hconv hcompact.isClosed hn
    obtain ⟨c, hc⟩ : ∃ c : Fin n → ℝ, ∀ v, f v = ∑ i, c i * v i := by
      refine ⟨fun i => f fun j => if i = j then 1 else 0, fun v => ?_⟩
      have e := LinearMap.pi_apply_eq_sum_univ f.toLinearMap v
      simp only [smul_eq_mul, ContinuousLinearMap.coe_coe] at e
      rw [e]
      exact Finset.sum_congr rfl fun i _ => mul_comm _ _
    -- sort `c` and use the rearrangement inequality
    obtain ⟨σ, hm⟩ : ∃ σ : Equiv.Perm (Fin n), Monotone ((fun i => -c i) ∘ σ) :=
      ⟨_, Tuple.monotone_sort fun i => -c i⟩
    have hσ : Antitone fun i => c (σ i) := by
      intro i j hij
      have h5 : -c (σ i) ≤ -c (σ j) := hm hij
      exact neg_le_neg_iff.mp h5
    have h1 : ∑ i, c i * x i ≤ ∑ i, c (σ i) * x i := by
      have h := (hσ.monovary hx).sum_comp_perm_mul_le_sum_mul (σ := σ.symm)
      simpa using h
    have h2 := sum_mul_le hσ h
    have h3 : ∑ i, c (σ i) * y i = ∑ i, c i * y (σ.symm i) := by
      rw [← Equiv.sum_comp σ (fun i => c i * y (σ.symm i))]
      simp
    have hr : (fun i => y (σ.symm i)) ∈
        Set.range fun σ : Equiv.Perm (Fin n) => fun i => y (σ i) := ⟨σ.symm, rfl⟩
    have h4 : f (fun i => y (σ.symm i)) < u := hu _ (subset_convexHull ℝ _ hr)
    rw [hc] at h4 hux
    linarith only [h1, h2, h3, h4, hux]
  -- the mixtures form a convex set containing every permuted copy
  suffices hsub : convexHull ℝ (Set.range fun σ : Equiv.Perm (Fin n) => fun i => y (σ i)) ⊆
      {v : Fin n → ℝ | ∃ w : Equiv.Perm (Fin n) → ℝ, (∀ σ, 0 ≤ w σ) ∧
        ∑ σ, w σ = 1 ∧ ∀ i, v i = ∑ σ, w σ * y (σ i)} from hsub hmem
  refine convexHull_min ?_ ?_
  · rintro _ ⟨τ, rfl⟩
    refine ⟨fun σ => if σ = τ then 1 else 0, fun σ => ?_, by simp, fun i => by simp⟩
    dsimp only
    split_ifs <;> norm_num
  · rintro v ⟨w, w0, w1, hv⟩ v' ⟨w', w0', w1', hv'⟩ a b ha hb hab
    refine ⟨fun σ => a * w σ + b * w' σ, fun σ =>
      add_nonneg (mul_nonneg ha (w0 σ)) (mul_nonneg hb (w0' σ)), ?_, fun i => ?_⟩
    · rw [Finset.sum_add_distrib, ← Finset.mul_sum, ← Finset.mul_sum, w1, w1']
      linarith only [hab]
    · simp only [Pi.add_apply, Pi.smul_apply, smul_eq_mul, hv, hv', add_mul,
        Finset.sum_add_distrib, Finset.mul_sum, mul_assoc]
```

Now set $D_{ij}=\sum_\sigma w_\sigma[\sigma(i)=j]$, where the bracket is 1 if the equality holds and 0 otherwise. Entries are nonnegative, each row and column sums to $\sum_\sigma w_\sigma=1$, and $(Dy)_i=\sum_\sigma w_\sigma y_{\sigma(i)}=x_i$. The Lean proof checks these four facts in turn.

```lean
/-- Hardy-Littlewood-Polya: if `x` is decreasing, its partial sums are at most those of `y` and
the totals agree, then `x = D y` for a doubly stochastic matrix `D`. -/
theorem exists_doublyStochastic {x y : Fin n → ℝ} (hx : Antitone x) (h : PartialSumsLE x y) :
    ∃ D ∈ doublyStochastic ℝ (Fin n), x = D *ᵥ y := by
  obtain ⟨w, w0, w1, hw⟩ := exists_permutation_mixture hx h
  -- average the permutation matrices with the weights `w`
  refine ⟨Matrix.of fun i j => ∑ σ, w σ * (if σ i = j then 1 else 0),
    mem_doublyStochastic_iff_sum.mpr ⟨fun i j => ?_, fun i => ?_, fun j => ?_⟩, ?_⟩
  · rw [Matrix.of_apply]
    refine Finset.sum_nonneg fun σ _ => mul_nonneg (w0 σ) ?_
    split_ifs
    · exact zero_le_one
    · exact le_refl 0
  · simp only [Matrix.of_apply]
    rw [Finset.sum_comm]
    simpa using w1
  · simp only [Matrix.of_apply]
    rw [Finset.sum_comm]
    refine (Finset.sum_congr rfl fun σ _ => ?_).trans w1
    rw [Equiv.sum_comp σ (fun k => w σ * if k = j then (1 : ℝ) else 0)]
    simp
  · ext i
    simp only [Matrix.mulVec, dotProduct, Matrix.of_apply, Finset.sum_mul]
    rw [Finset.sum_comm, hw i]
    exact Finset.sum_congr rfl fun σ _ => by simp
```

Without the ordering, $x=(0,1)$ and $y=(\tfrac12,\tfrac12)$ satisfy `PartialSumsLE`, yet $Dy=y\ne x$.

For a numerical instance take $y=(0.6,0.3,0.1)$ and $x=(0.5,0.3,0.2)$. The partial sums are $0.5\le0.6$, $0.8\le0.9$ and $1=1$. Weight $0.8$ on the identity and $0.2$ on the exchange of the outer entries gives
$$D=\begin{pmatrix}0.8&0&0.2\\0&1&0\\0.2&0&0.8\end{pmatrix},\qquad Dy=(0.48+0.02,\;0.3,\;0.12+0.08)=x.$$

## Decreasing $y$: needed only for the reverse implication

Nothing so far used an order on $y$. Going back from $D$ to partial sums does. Let $t_j=\sum_{i<k}D_{ij}$. Then $0\le t_j\le1$, and $\sum_jt_j$ is the number of indices below $k$. Choose $\tau$ with $y_j\ge\tau$ for $j<k$ and $y_j\le\tau$ otherwise; this is where the order enters. For each $j$,
$$t_j(y_j-\tau)\le[j<k]\,(y_j-\tau),$$
and summing over $j$ cancels the $\tau$ terms, leaving $S_k(Dy)\le S_k(y)$. In Lean the termwise inequality is `key`; the totals agree by the column sums.

```lean
/-- A doubly stochastic matrix applied to a decreasing `y` gives a vector whose partial sums are
at most those of `y`, with the same total. -/
theorem partialSumsLE_mulVec {D : Matrix (Fin n) (Fin n) ℝ} {y : Fin n → ℝ}
    (hD : D ∈ doublyStochastic ℝ (Fin n)) (hy : Antitone y) : PartialSumsLE (D *ᵥ y) y := by
  obtain ⟨h0, hr, hc⟩ := mem_doublyStochastic_iff_sum.mp hD
  refine ⟨fun k => ?_, ?_⟩
  · -- `t j` is the weight of column `j` in the first `k` rows
    obtain ⟨t, ht⟩ : ∃ t : Fin n → ℝ, ∀ j, t j = ∑ i, if i.val < k then D i j else 0 :=
      ⟨_, fun _ => rfl⟩
    have e1 : partialSum (D *ᵥ y) k = ∑ j, t j * y j := by
      simp only [partialSum, Matrix.mulVec, dotProduct, ht, Finset.sum_mul]
      rw [Finset.sum_comm]
      exact Finset.sum_congr rfl fun i _ => by by_cases h : i.val < k <;> simp [h]
    have e2 : ∑ j, t j = ∑ j : Fin n, if j.val < k then (1 : ℝ) else 0 := by
      simp only [ht]
      rw [Finset.sum_comm]
      exact Finset.sum_congr rfl fun i _ => by by_cases h : i.val < k <;> simp [h, hr]
    have t0 : ∀ j, 0 ≤ t j := fun j => by
      rw [ht]
      exact Finset.sum_nonneg fun i _ => by split_ifs <;> simp [h0]
    have t1 : ∀ j, t j ≤ 1 := fun j => by
      rw [ht, ← hc j]
      exact Finset.sum_le_sum fun i _ => by split_ifs <;> simp [h0]
    -- a threshold between the first `k` entries of `y` and the others
    obtain ⟨τ, hlo, hhi⟩ : ∃ τ : ℝ, (∀ j : Fin n, j.val < k → τ ≤ y j) ∧
        ∀ j : Fin n, ¬ j.val < k → y j ≤ τ := by
      by_cases hk : k < n
      · exact ⟨y ⟨k, hk⟩, fun j hj => hy (Fin.le_def.mpr hj.le),
          fun j hj => hy (Fin.le_def.mpr (not_lt.mp hj))⟩
      · obtain ⟨τ, hτ⟩ := (Set.finite_range y).bddBelow
        exact ⟨τ, fun j _ => hτ (Set.mem_range_self j),
          fun j hj => absurd (lt_of_lt_of_le j.isLt (not_lt.mp hk)) hj⟩
    have key : ∀ j : Fin n, t j * y j - t j * τ ≤
        (if j.val < k then y j else 0) - (if j.val < k then (1 : ℝ) else 0) * τ := by
      intro j
      by_cases h : j.val < k
      · rw [if_pos h, if_pos h]
        have hp := mul_nonneg (sub_nonneg.mpr (t1 j)) (sub_nonneg.mpr (hlo j h))
        have hq : (1 - t j) * (y j - τ) = y j - 1 * τ - (t j * y j - t j * τ) := by ring
        rw [hq] at hp
        exact sub_nonneg.mp hp
      · rw [if_neg h, if_neg h]
        have hp := mul_nonneg (t0 j) (sub_nonneg.mpr (hhi j h))
        rw [mul_sub] at hp
        linarith only [hp]
    have hsum := Finset.sum_le_sum fun j (_ : j ∈ Finset.univ) => key j
    rw [Finset.sum_sub_distrib, Finset.sum_sub_distrib, ← Finset.sum_mul, ← Finset.sum_mul,
      e2] at hsum
    rw [e1]
    unfold partialSum
    linarith only [hsum]
  · simp only [Matrix.mulVec, dotProduct]
    rw [Finset.sum_comm]
    exact Finset.sum_congr rfl fun j _ => by rw [← Finset.sum_mul, hc, one_mul]
```

For unordered $y=(0,1)$, averaging gives $(\tfrac12,\tfrac12)$, whose first partial sum exceeds that of $y$. With both vectors decreasing, the two conditions are equivalent.

```lean
/-- For decreasing `x` and `y`, domination of partial sums with equal totals is equivalent to
`x = D y` with `D` doubly stochastic. -/
theorem partialSumsLE_iff {x y : Fin n → ℝ} (hx : Antitone x) (hy : Antitone y) :
    PartialSumsLE x y ↔ ∃ D ∈ doublyStochastic ℝ (Fin n), x = D *ᵥ y := by
  refine ⟨exists_doublyStochastic hx, ?_⟩
  rintro ⟨D, hD, rfl⟩
  exact partialSumsLE_mulVec hD hy
```

## A common eigenbasis: the operator form

For operators diagonal in one fixed finite basis, conjugation by $U_\sigma$ permutes the diagonal entries:
$$U_\sigma\,\mathrm{diag}(y)\,U_\sigma^\dagger=\mathrm{diag}(y_{\sigma(i)}).$$

```lean
/-- Conjugation by a permutation matrix permutes the entries of a diagonal operator. -/
theorem permUnitary_conj (σ : Equiv.Perm (Fin n)) (d : Fin n → ℂ) :
    permUnitary σ * diagonal d * (permUnitary σ)ᴴ = diagonal fun i => d (σ i) := by
  ext i j
  rw [Matrix.mul_apply]
  simp only [Matrix.mul_diagonal, Matrix.conjTranspose_apply, permUnitary, Matrix.of_apply]
  by_cases h : i = j
  · subst h
    simp
  · simp [h]
```

Taking all entries equal to 1 shows that $U_\sigma$ is unitary.

```lean
/-- The permutation matrices are unitary. -/
theorem permUnitary_mem (σ : Equiv.Perm (Fin n)) :
    permUnitary σ ∈ Matrix.unitaryGroup (Fin n) ℂ := by
  rw [Matrix.mem_unitaryGroup_iff, Matrix.star_eq_conjTranspose]
  simpa using permUnitary_conj σ (fun _ => 1)
```

The mixture of vectors therefore becomes a mixture of unitary conjugations: for these diagonal operators, and so for diagonal density matrices, a random-unitary channel takes $\mathrm{diag}(y)$ to $\mathrm{diag}(x)$. States with different eigenbases can be treated by first diagonalising each of them.

```lean
/-- If `x` is decreasing, its partial sums are at most those of `y` and the totals agree, then the
diagonal operator with entries `x` is a probabilistic mixture of permutation-unitary conjugates of
the diagonal operator with entries `y`. -/
theorem exists_random_unitary {x y : Fin n → ℝ} (hx : Antitone x) (h : PartialSumsLE x y) :
    ∃ w : Equiv.Perm (Fin n) → ℝ, (∀ σ, 0 ≤ w σ) ∧ ∑ σ, w σ = 1 ∧
      diagonal (fun i => (x i : ℂ)) = ∑ σ, (w σ : ℂ) •
        (permUnitary σ * diagonal (fun i => (y i : ℂ)) * (permUnitary σ)ᴴ) := by
  obtain ⟨w, w0, w1, hw⟩ := exists_permutation_mixture hx h
  refine ⟨w, w0, w1, ?_⟩
  simp only [permUnitary_conj]
  ext i j
  rw [Matrix.sum_apply]
  by_cases hij : i = j
  · subst hij
    simp [hw i]
  · simp [hij]
```

## Nonnegative $y$: eigenvalues as probabilities

Entropy needs $y_i\ge0$, and the mixture then makes $x$ nonnegative too. Let $\eta(p)=-p\log p$ for $p>0$ and $\eta(0)=0$. This function is concave on $[0,\infty)$, so
$$\sum_i\eta(x_i)\ge\sum_i\sum_\sigma w_\sigma\,\eta(y_{\sigma(i)})=\sum_i\eta(y_i),$$
since permuting $y$ leaves its entropy unchanged. In Lean, `e` is the equality and `hj` is Jensen's inequality, where `hy` is used. For unit total these sums are von Neumann entropies in natural units. Lean's logarithm also accepts negative arguments, through $\log|p|$, and there the inequality can fail: take $y=(0,-1)$ and $x=(-\tfrac12,-\tfrac12)$.

```lean
/-- If `x` is decreasing, its partial sums are at most those of `y`, the totals agree and `y` is
nonnegative, then the entropy `-∑ p log p` of `x` is at least that of `y`. -/
theorem entropy_le {x y : Fin n → ℝ} (hx : Antitone x) (h : PartialSumsLE x y)
    (hy : ∀ i, 0 ≤ y i) : ∑ i, Real.negMulLog (y i) ≤ ∑ i, Real.negMulLog (x i) := by
  obtain ⟨w, w0, w1, hw⟩ := exists_permutation_mixture hx h
  -- each permuted copy of `y` has the same entropy
  have e : ∑ i, Real.negMulLog (y i) = ∑ i, ∑ σ, w σ * Real.negMulLog (y (σ i)) := by
    rw [Finset.sum_comm]
    have hσ : ∀ σ : Equiv.Perm (Fin n), ∑ i, w σ * Real.negMulLog (y (σ i))
        = w σ * ∑ i, Real.negMulLog (y i) := fun σ => by
      rw [← Finset.mul_sum, Equiv.sum_comp σ (fun i => Real.negMulLog (y i))]
    simp only [hσ]
    rw [← Finset.sum_mul, w1, one_mul]
  rw [e]
  refine Finset.sum_le_sum fun i _ => ?_
  have hj := Real.concaveOn_negMulLog.le_map_sum (t := Finset.univ) (w := w)
    (p := fun σ : Equiv.Perm (Fin n) => y (σ i)) (fun σ _ => w0 σ) w1
    (fun σ _ => Set.mem_Ici.mpr (hy (σ i)))
  simp only [smul_eq_mul] at hj
  rw [hw i]
  exact hj

end

end HardyLittlewoodPolya
```

```lean
#print axioms HardyLittlewoodPolya.partialSumsLE_mulVec
#print axioms HardyLittlewoodPolya.partialSumsLE_iff
#print axioms HardyLittlewoodPolya.exists_random_unitary
#print axioms HardyLittlewoodPolya.entropy_le
```

```
'HardyLittlewoodPolya.partialSumsLE_mulVec' depends on axioms: [propext, Classical.choice, Quot.sound]
'HardyLittlewoodPolya.partialSumsLE_iff' depends on axioms: [propext, Classical.choice, Quot.sound]
'HardyLittlewoodPolya.exists_random_unitary' depends on axioms: [propext, Classical.choice, Quot.sound]
'HardyLittlewoodPolya.entropy_le' depends on axioms: [propext, Classical.choice, Quot.sound]
```
